# Exchange on a periodic grid lies between self-repulsion and Hartree repulsion if the kernel and its spectrum are nonnegative

## Can exchange fall short of the self-repulsion?

On a periodic grid of $N$ points, I take finitely many occupied orbitals $\varphi_i$ of one spin, with density matrix $\gamma(x,y)=\sum_i\varphi_i(x)\overline{\varphi_i(y)}$ and density $\rho(x)=\gamma(x,x)$. For a real interaction $K(x-y)$, and without the usual factor ½, I define

- Hartree repulsion $J=\sum_{x,y}K(x-y)\rho(x)\rho(y)$,
- exchange $X=\sum_{x,y}K(x-y)|\gamma(x,y)|^2$,
- self-repulsion $S=\sum_i\sum_{x,y}K(x-y)|\varphi_i(x)|^2|\varphi_i(y)|^2$.

Exchange is supposed to remove $S$ from $J$. But $X$ also contains cross terms between different orbitals, and I see no reason for their sign. Could they push $X$ below $S$? And could $X$ exceed $J$?

## Two sign conditions, one for each bound

Neither happens if $K$ is nonnegative both on the grid and in reciprocal space. The first condition means that the interaction energy of two particles is not negative at any separation; the second means that no density wave has negative interaction energy.

**Lower bound.** Let $\hat f(k)=\sum_x e^{-2\pi i kx/N}f(x)$. Since $\sum_k e^{2\pi i k(z-x)/N}$ is $N$ for $x=z$ and $0$ otherwise,
$$K(z)=\frac1N\sum_k e^{2\pi i kz/N}\hat K(k).$$
Put $z=x-y$. For any complex $f$ the sums over $x$ and $y$ then factorise:
$$\sum_{x,y}K(x-y)\overline{f(x)}f(y)=\frac1N\sum_k\hat K(k)|\hat f(k)|^2.$$
Call the real part $R[f]$; it is nonnegative if $\operatorname{Re}\hat K\ge0$. With pair densities $f_{ij}=\overline{\varphi_i}\varphi_j$,
$$|\gamma(x,y)|^2=\sum_{i,j}\overline{f_{ij}(x)}f_{ij}(y),\qquad X=\sum_{i,j}R[f_{ij}].$$
So every cross term is nonnegative. Keeping only $i=j$, where $f_{ii}=|\varphi_i|^2$, leaves $S\le X$.

**Upper bound.** The triangle and Cauchy–Schwarz inequalities give
$$|\gamma(x,y)|^2\le\Big(\sum_i|\varphi_i(x)||\varphi_i(y)|\Big)^2\le\rho(x)\rho(y).$$
Multiplying by $K(x-y)\ge0$ and summing gives $X\le J$. Also $S\ge0$, term by term.

In Lean, `exchange_bounds` states $0\le S\le X\le J$. The grid is `ZMod N` with $N\ge1$, and the finite type `ι` labels the orbitals, which need not be orthonormal. Hypothesis `hK` is $K\ge0$. Hypothesis `hF` concerns `spectrum`, which here means $\operatorname{Re}\hat K$, not the eigenvalues of a Hamiltonian; $K$ need not be even. `exchange` is the sum $X$ without the minus sign and the factor ½, so for orthonormal orbitals the exchange energy is $-X/2$. The passage from this one-dimensional grid to a three-dimensional continuum is left open.

For Hartree–Fock with one spin channel on such a finite grid, and a kernel that meets both conditions, the bounds say that exchange removes at least the self-repulsion and never more than the whole Hartree term.

```lean
import Mathlib

open ComplexConjugate

namespace PeriodicExchange

noncomputable section

variable {N : ℕ} [NeZero N] {ι : Type*} [Fintype ι]

/-- The discrete Fourier transform on a periodic grid of `N` points, without prefactor. -/
def dft (f : ZMod N → ℂ) (k : ZMod N) : ℂ :=
  ∑ x : ZMod N, ZMod.stdAddChar (-(x * k)) * f x

/-- The real part of the Fourier transform of a real interaction kernel. -/
def spectrum (K : ZMod N → ℝ) (k : ZMod N) : ℝ :=
  (dft (fun x => (K x : ℂ)) k).re

/-- The one-body density matrix of a finite family of orbitals. -/
def densityMatrix (φ : ι → ZMod N → ℂ) (x y : ZMod N) : ℂ :=
  ∑ i, φ i x * conj (φ i y)

/-- The density, the diagonal of the density matrix. -/
def density (φ : ι → ZMod N → ℂ) (x : ZMod N) : ℝ :=
  (densityMatrix φ x x).re

/-- The Hartree repulsion of a real density, without the factor one half. -/
def hartree (K ρ : ZMod N → ℝ) : ℝ :=
  ∑ x, ∑ y, K (x - y) * (ρ x * ρ y)

/-- The exchange sum of a real kernel; the exchange energy is minus one half of it. -/
def exchange (K : ZMod N → ℝ) (φ : ι → ZMod N → ℂ) : ℝ :=
  ∑ x, ∑ y, K (x - y) * ‖densityMatrix φ x y‖ ^ 2

/-- The pair density of orbitals `i` and `j`. -/
def pairDensity (φ : ι → ZMod N → ℂ) (i j : ι) (x : ZMod N) : ℂ :=
  conj (φ i x) * φ j x

/-- The real part of the repulsion of a complex density with its own conjugate. -/
def pairRepulsion (K : ZMod N → ℝ) (f : ZMod N → ℂ) : ℝ :=
  (∑ x, ∑ y, (K (x - y) : ℂ) * (conj (f x) * f y)).re

/-- In a finite triple sum the innermost summation can be carried out last. -/
theorem sum_rotate {α β κ M : Type*} [Fintype α] [Fintype β] [Fintype κ]
    [AddCommMonoid M] (F : α → β → κ → M) :
    ∑ x, ∑ y, ∑ i, F x y i = ∑ i, ∑ x, ∑ y, F x y i := by
  calc ∑ x, ∑ y, ∑ i, F x y i = ∑ x, ∑ i, ∑ y, F x y i :=
        Finset.sum_congr rfl fun x _ => Finset.sum_comm
    _ = _ := Finset.sum_comm

/-- A function on the periodic grid is recovered from its plane-wave coefficients. -/
theorem dft_inversion (f : ZMod N → ℂ) (z : ZMod N) :
    f z = (N : ℂ)⁻¹ * ∑ k : ZMod N, ZMod.stdAddChar (k * z) * dft f k := by
  have hN : (N : ℂ) ≠ 0 := Nat.cast_ne_zero.mpr (NeZero.ne N)
  -- orthogonality of the plane waves
  have o : ∀ x : ZMod N, ∑ k : ZMod N, (ZMod.stdAddChar (k * (z - x)) : ℂ)
      = if x = z then (N : ℂ) else 0 := by
    intro x
    rw [AddChar.sum_mulShift _ (ZMod.isPrimitive_stdAddChar N)]
    by_cases h : x = z
    · simp [h, ZMod.card]
    · have h' : z - x ≠ 0 := sub_ne_zero.mpr (Ne.symm h)
      simp [h, h']
  have h : ∑ k : ZMod N, ZMod.stdAddChar (k * z) * dft f k = N * f z := by
    calc _ = ∑ x : ZMod N, (∑ k : ZMod N, ZMod.stdAddChar (k * (z - x))) * f x := by
          simp only [dft, Finset.mul_sum, Finset.sum_mul]
          rw [Finset.sum_comm]
          refine Finset.sum_congr rfl fun x _ => Finset.sum_congr rfl fun k _ => ?_
          have e : k * (z - x) = k * z + -(x * k) := by ring
          rw [e, AddChar.map_add_eq_mul, mul_assoc]
      _ = N * f z := by simp [o]
  rw [h, inv_mul_cancel_left₀ hN]

/-- The real part of the repulsion of a complex density with its own conjugate is `1/N` times the
sum over plane waves of the kernel's spectrum times the squared modulus of the density's Fourier
coefficient. -/
theorem pairRepulsion_fourier (K : ZMod N → ℝ) (f : ZMod N → ℂ) :
    pairRepulsion K f = (N : ℝ)⁻¹ * ∑ k, spectrum K k * ‖dft f k‖ ^ 2 := by
  -- the squared modulus of a Fourier coefficient as a double sum over the grid
  have hk : ∀ k : ZMod N, ((‖dft f k‖ ^ 2 : ℝ) : ℂ)
      = ∑ x : ZMod N, ∑ y : ZMod N,
        ZMod.stdAddChar (k * (x - y)) * (conj (f x) * f y) := by
    intro k
    rw [← Complex.normSq_eq_norm_sq, ← Complex.mul_conj, mul_comm]
    simp only [dft, map_sum, map_mul]
    rw [Finset.sum_mul_sum]
    refine Finset.sum_congr rfl fun x _ => Finset.sum_congr rfl fun y _ => ?_
    have c : (ZMod.stdAddChar (-(-(x * k))) : ℂ)
        = conj (ZMod.stdAddChar (-(x * k)) : ℂ) := by
      rw [ZMod.stdAddChar_apply, ZMod.stdAddChar_apply,
        AddChar.map_neg_eq_inv ZMod.toCircle (-(x * k)), Circle.coe_inv_eq_conj]
    have e : k * (x - y) = -(-(x * k)) + -(y * k) := by ring
    rw [e, AddChar.map_add_eq_mul, c]
    ring
  have h : ∑ x, ∑ y, (K (x - y) : ℂ) * (conj (f x) * f y)
      = (((N : ℝ)⁻¹ : ℝ) : ℂ) *
        ∑ k, dft (fun x => (K x : ℂ)) k * ((‖dft f k‖ ^ 2 : ℝ) : ℂ) := by
    simp only [hk, Finset.mul_sum]
    rw [← sum_rotate]
    refine Finset.sum_congr rfl fun x _ => Finset.sum_congr rfl fun y _ => ?_
    have hi := dft_inversion (fun x => (K x : ℂ)) (x - y)

    rw [hi, Finset.mul_sum, Finset.sum_mul]
    refine Finset.sum_congr rfl fun k _ => ?_
    rw [Complex.ofReal_inv, Complex.ofReal_natCast]
    ring
  rw [pairRepulsion, h, Complex.re_ofReal_mul, Complex.re_sum]
  simp only [spectrum, Complex.mul_re, Complex.ofReal_re, Complex.ofReal_im, mul_zero,
    sub_zero]

/-- Exchange is the sum of the repulsions of all orbital pair densities. -/
theorem exchange_eq_sum_pair (K : ZMod N → ℝ) (φ : ι → ZMod N → ℂ) :
    exchange K φ = ∑ i, ∑ j, pairRepulsion K (pairDensity φ i j) := by
  have hg : ∀ x y, ((‖densityMatrix φ x y‖ ^ 2 : ℝ) : ℂ)
      = ∑ i, ∑ j, conj (pairDensity φ i j x) * pairDensity φ i j y := by
    intro x y
    rw [← Complex.normSq_eq_norm_sq, ← Complex.mul_conj]
    simp only [densityMatrix, pairDensity, map_sum, map_mul, Complex.conj_conj]
    rw [Finset.sum_mul_sum]
    refine Finset.sum_congr rfl fun i _ => Finset.sum_congr rfl fun j _ => ?_
    ring
  have h : (exchange K φ : ℂ) = ∑ i, ∑ j, ∑ x, ∑ y,
      (K (x - y) : ℂ) * (conj (pairDensity φ i j x) * pairDensity φ i j y) := by
    simp only [exchange, Complex.ofReal_sum, Complex.ofReal_mul, hg, Finset.mul_sum]
    refine Eq.trans (sum_rotate _) ?_
    exact Finset.sum_congr rfl fun i _ => sum_rotate _
  have hr := congrArg Complex.re h
  simpa only [Complex.ofReal_re, Complex.re_sum, pairRepulsion] using hr

/-- The plane-wave formula for exchange: the kernel's spectrum weights the squared Fourier
coefficients of all orbital pair densities. -/
theorem exchange_fourier (K : ZMod N → ℝ) (φ : ι → ZMod N → ℂ) :
    exchange K φ = (N : ℝ)⁻¹ *
      ∑ k, spectrum K k * ∑ i, ∑ j, ‖dft (pairDensity φ i j) k‖ ^ 2 := by
  simp only [exchange_eq_sum_pair, pairRepulsion_fourier, Finset.mul_sum]
  exact sum_rotate _

/-- If the kernel's spectrum is nonnegative, exchange is at least the sum of the
self-repulsions of the individual orbitals. -/
theorem self_le_exchange (K : ZMod N → ℝ) (φ : ι → ZMod N → ℂ)
    (hF : ∀ k, 0 ≤ spectrum K k) :
    ∑ i, hartree K (fun x => ‖φ i x‖ ^ 2) ≤ exchange K φ := by
  have hpos : ∀ f : ZMod N → ℂ, 0 ≤ pairRepulsion K f := by
    intro f
    rw [pairRepulsion_fourier]
    exact mul_nonneg (by positivity)
      (Finset.sum_nonneg fun k _ => mul_nonneg (hF k) (sq_nonneg _))
  rw [exchange_eq_sum_pair]
  refine Finset.sum_le_sum fun i _ => ?_
  -- the diagonal pair density is the density of orbital i
  have hp : pairDensity φ i i = fun x => ((‖φ i x‖ ^ 2 : ℝ) : ℂ) := by
    funext x
    rw [pairDensity, mul_comm, Complex.mul_conj, Complex.normSq_eq_norm_sq]
  have hs : hartree K (fun x => ‖φ i x‖ ^ 2) = pairRepulsion K (pairDensity φ i i) := by
    rw [hp]
    simp only [pairRepulsion, hartree, Complex.conj_ofReal, ← Complex.ofReal_mul,
      ← Complex.ofReal_sum, Complex.ofReal_re]
  rw [hs]
  exact Finset.single_le_sum (f := fun j => pairRepulsion K (pairDensity φ i j))
    (fun j _ => hpos _) (Finset.mem_univ i)

/-- If the kernel is nonnegative at every grid separation, exchange is at most the Hartree
repulsion of the total density. -/
theorem exchange_le_hartree (K : ZMod N → ℝ) (φ : ι → ZMod N → ℂ)
    (hK : ∀ z, 0 ≤ K z) : exchange K φ ≤ hartree K (density φ) := by
  have hd : ∀ x, density φ x = ∑ i, ‖φ i x‖ ^ 2 := by
    intro x
    simp only [density, densityMatrix, Complex.mul_conj, Complex.re_sum,
      Complex.ofReal_re, Complex.normSq_eq_norm_sq]
  refine Finset.sum_le_sum fun x _ => Finset.sum_le_sum fun y _ => ?_
  refine mul_le_mul_of_nonneg_left ?_ (hK _)
  have h1 : ‖densityMatrix φ x y‖ ≤ ∑ i, ‖φ i x‖ * ‖φ i y‖ := by
    unfold densityMatrix
    refine (norm_sum_le _ _).trans (le_of_eq ?_)
    simp
  -- Cauchy-Schwarz over the orbital index
  rw [hd, hd]
  calc ‖densityMatrix φ x y‖ ^ 2 ≤ (∑ i, ‖φ i x‖ * ‖φ i y‖) ^ 2 := by gcongr
    _ ≤ _ := Finset.sum_mul_sq_le_sq_mul_sq _ _ _

/-- For a nonnegative kernel with nonnegative spectrum, exchange lies between the sum of the
orbital self-repulsions, itself nonnegative, and the Hartree repulsion of the total density. -/
theorem exchange_bounds (K : ZMod N → ℝ) (φ : ι → ZMod N → ℂ)
    (hK : ∀ z, 0 ≤ K z) (hF : ∀ k, 0 ≤ spectrum K k) :
    0 ≤ ∑ i, hartree K (fun x => ‖φ i x‖ ^ 2) ∧
    ∑ i, hartree K (fun x => ‖φ i x‖ ^ 2) ≤ exchange K φ ∧
    exchange K φ ≤ hartree K (density φ) := by
  refine ⟨?_, self_le_exchange K φ hF, exchange_le_hartree K φ hK⟩
  exact Finset.sum_nonneg fun i _ => Finset.sum_nonneg fun x _ =>
    Finset.sum_nonneg fun y _ => mul_nonneg (hK _) (by positivity)

/-- A two-site kernel, repulsive on site and attractive between the sites. -/
def signKernel (z : ZMod 2) : ℝ := if z = 0 then 1 else -1

/-- Two orbitals, each localised on one of two sites. -/
def siteOrbital (i x : ZMod 2) : ℂ := if x = i then 1 else 0

/-- A two-site kernel that acts only between different sites. -/
def bondKernel (z : ZMod 2) : ℝ := if z = 0 then 0 else 1

/-- The even and the odd combination of two sites, not normalised. -/
def bondOrbital (i x : ZMod 2) : ℂ := if i = 1 ∧ x = 1 then -1 else 1

/-- A nonnegative spectrum alone does not bound exchange by the Hartree repulsion: for
`signKernel` and two localised orbitals exchange is 2 and the Hartree repulsion is 0. -/
theorem hartree_bound_needs_nonneg_kernel :
    (∀ k, 0 ≤ spectrum signKernel k) ∧ exchange signKernel siteOrbital = 2 ∧
      hartree signKernel (density siteOrbital) = 0 := by
  have sR : ∀ f : ZMod 2 → ℝ, ∑ x, f x = f 0 + f 1 := fun f => Fin.sum_univ_two f
  have sC : ∀ f : ZMod 2 → ℂ, ∑ x, f x = f 0 + f 1 := fun f => Fin.sum_univ_two f
  refine ⟨fun k => ?_, ?_, ?_⟩
  · have hn : (ZMod.stdAddChar (-k) : ℂ).re ≤ 1 := by
      refine (Complex.re_le_norm _).trans ?_
      rw [ZMod.stdAddChar_apply]
      exact (Circle.norm_coe _).le
    have key : spectrum signKernel k = 1 - (ZMod.stdAddChar (-k) : ℂ).re := by
      simp [spectrum, dft, sC, signKernel, sub_eq_add_neg]
    rw [key]
    linarith
  · norm_num [exchange, densityMatrix, sR, sC, signKernel, siteOrbital]
  · norm_num [hartree, density, densityMatrix, sR, sC, signKernel, siteOrbital]

/-- A nonnegative kernel alone does not bound exchange below by the self-repulsions: for
`bondKernel` and the even and odd orbitals exchange is 0 and the self-repulsions sum to 4. -/
theorem self_bound_needs_nonneg_spectrum :
    (∀ z, 0 ≤ bondKernel z) ∧ exchange bondKernel bondOrbital = 0 ∧
      ∑ i, hartree bondKernel (fun x => ‖bondOrbital i x‖ ^ 2) = 4 := by
  have sR : ∀ f : ZMod 2 → ℝ, ∑ x, f x = f 0 + f 1 := fun f => Fin.sum_univ_two f
  have sC : ∀ f : ZMod 2 → ℂ, ∑ x, f x = f 0 + f 1 := fun f => Fin.sum_univ_two f
  refine ⟨fun z => ?_, ?_, ?_⟩
  · unfold bondKernel
    split_ifs <;> norm_num
  · norm_num [exchange, densityMatrix, sR, sC, bondKernel, bondOrbital]
  · norm_num [hartree, sR, bondKernel, bondOrbital]

end

end PeriodicExchange
```

```lean
#print axioms PeriodicExchange.exchange_fourier
-- 'PeriodicExchange.exchange_fourier' depends on axioms: [propext, Classical.choice, Quot.sound]
#print axioms PeriodicExchange.exchange_bounds
-- 'PeriodicExchange.exchange_bounds' depends on axioms: [propext, Classical.choice, Quot.sound]
#print axioms PeriodicExchange.hartree_bound_needs_nonneg_kernel
-- 'PeriodicExchange.hartree_bound_needs_nonneg_kernel' depends on axioms: [propext, Classical.choice, Quot.sound]
#print axioms PeriodicExchange.self_bound_needs_nonneg_spectrum
-- 'PeriodicExchange.self_bound_needs_nonneg_spectrum' depends on axioms: [propext, Classical.choice, Quot.sound]
```

`dft_inversion` and `pairRepulsion_fourier` carry out the Fourier steps, and `exchange_eq_sum_pair` expands $|\gamma|^2$, with `sum_rotate` reordering the sums. In `self_le_exchange`, `Finset.single_le_sum` keeps the term $j=i$ from each sum over $j$. `exchange_le_hartree` compares the double sums point by point.

The orthogonality of plane waves comes from `AddChar.sum_mulShift`. For a primitive character $\psi$ of a finite ring, it evaluates $\sum_k\psi(kb)$ as the size of the ring if $b=0$, and as zero otherwise. Primitive means that $k\mapsto\psi(kb)$ is nontrivial for every $b\ne0$; `ZMod.isPrimitive_stdAddChar` supplies this for every $N$, prime or not. It replaces the geometric series one would sum by hand.

Two examples with $N=2$ separate the conditions:

- `signKernel` has $K(0)=1$, $K(1)=-1$ and a nonnegative spectrum. Two localised orbitals give $X=2$ but $J=0$.
- `bondKernel` has $K(0)=0$, $K(1)=1$. The even and odd orbitals give $X=0$ but $S=4$, or $S=1$ once they are normalised.

On this grid the formula in `exchange_fourier` can be evaluated directly: multiply $\overline{\varphi_i}\varphi_j$ point by point, apply a fast Fourier transform, weight $|\hat f_{ij}(k)|^2$ by $\operatorname{Re}\hat K(k)$, sum over $k$ and all ordered pairs $(i,j)$, and divide by $N$. If the $k=0$ coefficient of the kernel is set to zero, $K$ sums to zero over the grid, so a nonzero $K$ must be negative somewhere. The bound $S\le X$ still applies if the other coefficients are nonnegative, but `hK` fails and $X\le J$ is no longer guaranteed.
